# Undoped double-gate MOSFET: when a log-cosine potential solves Poisson's equation, and how the gate voltage fixes its parameter

Take $\psi(x)=-2\ln\cos x$ for $|x|<\pi/2$. Its slope is $2\tan x$ and its curvature is $2/\cos^2x$, which is $2e^{\psi(x)}$. So this function solves a Poisson equation whose charge depends exponentially on the potential.

In Taur's treatment of the undoped symmetric double-gate transistor, a stretched and shifted copy of this function describes a silicon film of thickness $t$. A single number $\beta$ between $0$ and $\pi/2$ labels the solution, and the gate voltage is said to determine it through

$$h(\beta)=\ln\beta-\ln\cos\beta+2r\beta\tan\beta ,$$

where $r$ measures the oxide thickness. I can follow the algebra, but I would like to see the conditions spelled out and checked by machine. When exactly does the potential solve Poisson's equation? Does every gate voltage give one and only one $\beta$? And is the function used to integrate the drain current really matched to $h$?

## One number β for the whole film

The potential solves Poisson's equation exactly when its amplitude is tied to $\beta$ by one algebraic relation. For $r\ge 0$ the gate equation then has exactly one root, and the current function has the derivative you want. The Lean file below proves these statements for a classical, one-dimensional film with Boltzmann statistics.

### From Poisson's equation to the gate equation

Measure all potentials in units of $k_BT/q$. Let $x$ run across the film from $-t/2$ to $t/2$, and let $V$ be the electron quasi-Fermi potential, constant across the film. With no dopants and negligible holes, only mobile electrons contribute charge:

$$\psi''=c\,e^{\psi-V},\qquad c=\frac{q^2n_i}{\varepsilon_s k_BT},$$

where $n_i$ is the intrinsic density and $\varepsilon_s$ the permittivity of silicon. The trial potential, with amplitude $A>0$, is

$$\psi(x)=V-2\ln\!\left(A\cos\frac{2\beta x}{t}\right).$$

On the film the argument $2\beta x/t$ stays between $-\beta$ and $\beta$, so the cosine is positive. Differentiating twice gives

$$\psi'=\frac{4\beta}{t}\tan\frac{2\beta x}{t},\qquad \psi''=\frac{8\beta^2}{t^2\cos^2(2\beta x/t)},$$

while the right-hand side of Poisson's equation is

$$c\,e^{\psi-V}=\frac{c}{A^2\cos^2(2\beta x/t)} .$$

Both sides carry the same factor $1/\cos^2$. They therefore agree at one point if and only if they agree at all points, and the condition is $ct^2=8A^2\beta^2$.

At the surface, continuity of the electric displacement requires

$$G-\psi(t/2)=r\,t\,\psi'(t/2),\qquad r=\frac{\varepsilon_s t_{ox}}{\varepsilon_{ox}t}.$$

Here $G$ is the gate voltage less the work-function difference, and $t_{ox}$ and $\varepsilon_{ox}$ are the thickness and permittivity of the oxide. Inserting the potential and its slope gives

$$G-V+2\ln A+2\ln\cos\beta=4r\beta\tan\beta .$$

The Poisson condition supplies $2\ln A=\ln(ct^2/8)-2\ln\beta$. Substituting and halving yields

$$h(\beta)=\tfrac12\left[G-V+\ln\frac{ct^2}{8}\right].$$

### Exactly one root, and the current function

The derivative of $h$ is

$$h'(\beta)=\frac1\beta+\tan\beta+2r\left(\tan\beta+\frac{\beta}{\cos^2\beta}\right),$$

which is positive for $r\ge0$, so $h$ is strictly increasing. As $\beta\to0^+$, $\ln\beta\to-\infty$ and the other terms vanish. As $\beta\to\pi/2^-$, $-\ln\cos\beta\to+\infty$, $\ln\beta$ stays finite and the oxide term is not negative. By continuity $h$ takes every real value, and by monotonicity it takes each one once.

For the current, write $T=\beta\tan\beta$, which is proportional to the mobile charge, and set $g=T-\beta^2/2+rT^2$. Since $T'=\tan\beta+\beta/\cos^2\beta$ and $1/\cos^2\beta=1+\tan^2\beta$,

$$g'=T'-\beta+2rTT'=\tan\beta+\beta\tan^2\beta+2rTT'=T\,h'.$$

At fixed $G$ the gate equation gives $dV=-2h'\,d\beta$ along the channel, so $T\,dV=-2\,dg$. The charge integrated over $V$ is therefore, up to a constant factor, a difference of two values of $g$. In a long channel with constant mobility, the drain current is proportional to this integral. The file proves the identity for $g'$ and leaves the integration along the channel to the reader.

### A film with β = π/4

Measure lengths in units of the film thickness, so that $t=1$, and take $V=0$, $A=e^{-10}$, $r=1/2$ and $\beta=\pi/4$. The midplane potential is $-2\ln A=20$, so the electron density there is $e^{20}n_i$ and holes are indeed negligible. Poisson's equation requires $c=8A^2\beta^2=(\pi^2/2)e^{-20}\approx1.02\times10^{-8}$. The surface potential is $20-2\ln\cos(\pi/4)=20+\ln2\approx20.693$, and the surface slope is $4\beta\tan\beta=\pi$. The oxide condition then gives $G=20+\ln2+\pi/2\approx22.264$.

The two sides of the gate equation agree:

$$h(\pi/4)\approx-0.2416+0.3466+0.7854=0.8904,$$

$$\tfrac12\left[22.2639+\ln(\pi^2/16)-20\right]\approx\tfrac12\,[2.2639-0.4831]=0.8904 .$$

### A negative r leaves some gate voltages without a root

Let $r=-1$, and again write $T=\beta\tan\beta>0$. Because $\beta<\tan\beta$, we have $\beta^2<T$, so

$$\frac{\beta}{\cos\beta}=\sqrt{\beta^2+T^2}<\sqrt{T+T^2}<T+\tfrac12 .$$

With $\ln y\le y-1$ this gives $h(\beta)<T-\tfrac12-2T<-\tfrac12$. The value $0$ is never reached, so $h$ does not map onto the real line. For an ordinary oxide $r$ is built from positive thicknesses and permittivities, so the sign condition is physical. The value $r=0$ is the limit of vanishing oxide thickness.

### The statements in Lean

`potential V A β t x` is $\psi(x)$, `gateFn r β` is $h(\beta)$ and `currentFn r β` is $g(\beta)$. All quantities are real numbers, and `Ioo 0 (π / 2)` is the open interval in which $\beta$ lies.

- `poisson_iff` assumes $A,t>0$ and $0<\beta<\pi/2$. It says that Poisson's equation holds at every $x$ with $|x|\le t/2$ if and only if $ct^2=8A^2\beta^2$. The expression `HasDerivAt (deriv f) d x` means that the first derivative of $f$ is itself differentiable at $x$, with derivative $d$. At the two surfaces this is a two-sided derivative, which is available because the formula continues a little beyond the film. The sign of $c$ is not assumed; the relation forces it to be positive.
- `gate_condition_iff` adds that relation as a hypothesis and says that the oxide condition is equivalent to the gate equation. It holds for every real $r$.
- `gateFn_bijOn` says that for $r\ge0$, $h$ maps $(0,\pi/2)$ one-to-one onto `univ`, the whole real line.
- `currentFn_hasDerivAt` says that $g'=\beta\tan\beta\,h'$ on the same interval, again for every real $r$.

Taken together, for given $V$, $G$, $t>0$, $c>0$ and $r\ge0$, there is one $\beta$ that satisfies the gate equation, and then $A=\sqrt{ct^2/8}/\beta$. This is uniqueness within the log-cosine family; other shapes of potential are not examined. In a compact model that solves this gate equation, a root finder for $\beta$ is looking for a root that exists and is unique. Whether that root describes the device depends on the physical assumptions below.

The Poisson equation and the oxide condition enter as physical input. They rest on an undoped film with negligible holes and no quantum confinement, Boltzmann statistics, a quasi-Fermi potential that is constant across the film, a channel long enough that the potential varies slowly along it, two identical gates at the same voltage, and an oxide without charge. At sufficiently negative gate voltage holes are no longer negligible, and the root, though it still exists, loses its physical meaning.

```lean
import Mathlib

open Real Set Filter Topology

namespace TaurDoubleGate

noncomputable section

/-- Potential across a film of thickness `t ≠ 0`, in thermal units, with quasi-Fermi potential `V`;
the formula is meant where `A cos (2βx/t) > 0`. -/
def potential (V A β t x : ℝ) : ℝ := V - 2 * log (A * cos (2 * β * x / t))

/-- The gate function `h(β) = ln β - ln cos β + 2 r β tan β`, for `0 < β < π/2`. -/
def gateFn (r β : ℝ) : ℝ := log β - log (cos β) + 2 * r * (β * tan β)

/-- The current function `g(β) = β tan β - β²/2 + r β² tan² β`, for `0 < β < π/2`. -/
def currentFn (r β : ℝ) : ℝ := β * tan β - β ^ 2 / 2 + r * (β * tan β) ^ 2

/-- The cosine of `β` is positive for `0 < β < π/2`. -/
theorem cos_pos_of_mem {β : ℝ} (hβ : β ∈ Ioo 0 (π / 2)) : 0 < cos β :=
  Real.cos_pos_of_mem_Ioo ⟨by linarith [hβ.1, Real.pi_pos], hβ.2⟩

/-- The slope of the potential is `(4β/t) tan (2βx/t)` wherever the cosine does not vanish,
for `A > 0` and `t > 0`. -/
theorem potential_hasDerivAt (V : ℝ) {A β t x : ℝ} (hA : 0 < A) (ht : 0 < t)
    (hc : cos (2 * β * x / t) ≠ 0) :
    HasDerivAt (potential V A β t) (4 * β / t * tan (2 * β * x / t)) x := by
  have h1 : HasDerivAt (fun y => 2 * β * y / t) (2 * β / t) x := by
    simpa using ((hasDerivAt_id' x).const_mul (2 * β)).div_const t
  have h2 := (h1.cos.const_mul A).log (mul_ne_zero hA.ne' hc)
  refine ((h2.const_mul 2).const_sub V).congr_deriv ?_
  rw [Real.tan_eq_sin_div_cos]
  field_simp
  ring

/-- For `A, t > 0` and `0 < β < π/2`, the potential solves Poisson's equation
`ψ'' = c exp(ψ - V)` throughout the film `|x| ≤ t/2` exactly when `c t² = 8 A² β²`. -/
theorem poisson_iff (V c : ℝ) {A β t : ℝ} (hA : 0 < A) (ht : 0 < t)
    (hβ : β ∈ Ioo 0 (π / 2)) :
    (∀ x, |x| ≤ t / 2 → HasDerivAt (deriv (potential V A β t))
      (c * exp (potential V A β t x - V)) x) ↔ c * t ^ 2 = 8 * A ^ 2 * β ^ 2 := by
  -- the cosine is positive in the whole film
  have hcos : ∀ x, |x| ≤ t / 2 → 0 < cos (2 * β * x / t) := by
    intro x hx
    obtain ⟨h1, h2⟩ := abs_le.mp hx
    have l1 : -β ≤ 2 * β * x / t := by
      rw [le_div_iff₀ ht]; nlinarith [hβ.1]
    have l2 : 2 * β * x / t ≤ β := by
      rw [div_le_iff₀ ht]; nlinarith [hβ.1]
    exact Real.cos_pos_of_mem_Ioo ⟨by linarith [hβ.2], by linarith [hβ.2]⟩
  -- the curvature of the potential
  have hsec : ∀ x, |x| ≤ t / 2 → HasDerivAt (deriv (potential V A β t))
      (8 * β ^ 2 / (t ^ 2 * cos (2 * β * x / t) ^ 2)) x := by
    intro x hx
    have hc := (hcos x hx).ne'
    have h1 : HasDerivAt (fun y => 2 * β * y / t) (2 * β / t) x := by
      simpa using ((hasDerivAt_id' x).const_mul (2 * β)).div_const t
    have key := ((Real.hasDerivAt_tan hc).comp x h1).const_mul (4 * β / t)
    have hcont : Continuous fun y : ℝ => cos (2 * β * y / t) := by fun_prop
    refine (key.congr_of_eventuallyEq ?_).congr_deriv ?_
    · filter_upwards [hcont.continuousAt.eventually_ne hc] with y hy
      exact (potential_hasDerivAt V hA ht hy).deriv
    · field_simp
      ring
  -- the Boltzmann factor
  have hexp : ∀ x, |x| ≤ t / 2 →
      exp (potential V A β t x - V) = 1 / (A * cos (2 * β * x / t)) ^ 2 := by
    intro x hx
    have hz := mul_pos hA (hcos x hx)
    unfold potential
    generalize A * cos (2 * β * x / t) = z at hz ⊢
    rw [show V - 2 * log z - V = -(log z + log z) by ring, Real.exp_neg, Real.exp_add,
      Real.exp_log hz, one_div, sq]
  have alg : ∀ C : ℝ, C ≠ 0 → (8 * β ^ 2 / (t ^ 2 * C ^ 2) = c * (1 / (A * C) ^ 2) ↔
      c * t ^ 2 = 8 * A ^ 2 * β ^ 2) := by
    intro C hC
    rw [mul_one_div, div_eq_div_iff (by positivity) (by positivity)]
    constructor
    · intro h
      exact mul_left_cancel₀ (pow_ne_zero 2 hC) (by linear_combination -h)
    · intro h
      linear_combination (-C ^ 2) * h
  constructor
  · intro h
    have h0 : |(0 : ℝ)| ≤ t / 2 := by rw [abs_zero]; positivity
    have e := (hsec 0 h0).unique (h 0 h0)
    rw [hexp 0 h0] at e
    exact (alg _ (hcos 0 h0).ne').mp e
  · intro h x hx
    rw [hexp x hx, ← (alg _ (hcos x hx).ne').mpr h]
    exact hsec x hx

/-- For a film potential with `A, t > 0`, `0 < β < π/2` and `c t² = 8 A² β²`, the oxide boundary
condition `G - ψ(t/2) = r t ψ'(t/2)` is the equation `h(β) = (G - V + ln(c t²/8))/2`. -/
theorem gate_condition_iff (V G r : ℝ) {A β t c : ℝ} (hA : 0 < A) (ht : 0 < t)
    (hβ : β ∈ Ioo 0 (π / 2)) (hc : c * t ^ 2 = 8 * A ^ 2 * β ^ 2) :
    G - potential V A β t (t / 2) = r * t * deriv (potential V A β t) (t / 2) ↔
      gateFn r β = (G - V + log (c * t ^ 2 / 8)) / 2 := by
  have hC := cos_pos_of_mem hβ
  have harg : 2 * β * (t / 2) / t = β := by field_simp
  have hd := (potential_hasDerivAt V (β := β) (x := t / 2) hA ht
    (by rw [harg]; exact hC.ne')).deriv
  have hl : log (c * t ^ 2 / 8) = 2 * (log A + log β) := by
    rw [hc, show 8 * A ^ 2 * β ^ 2 / 8 = (A * β) * (A * β) by ring,
      Real.log_mul (mul_pos hA hβ.1).ne' (mul_pos hA hβ.1).ne',
      Real.log_mul hA.ne' hβ.1.ne']
    ring
  have hr : r * t * (4 * β / t * tan β) = 4 * r * (β * tan β) := by
    field_simp
  rw [hd, harg, hr, hl]
  unfold potential gateFn
  rw [harg, Real.log_mul hA.ne' hC.ne']
  constructor <;> intro h <;> linarith

/-- The derivative of the gate function on `0 < β < π/2`. -/
theorem gateFn_hasDerivAt (r : ℝ) {β : ℝ} (hβ : β ∈ Ioo 0 (π / 2)) :
    HasDerivAt (gateFn r)
      (1 / β + tan β + 2 * r * (tan β + β * (1 / cos β ^ 2))) β := by
  have hc := (cos_pos_of_mem hβ).ne'
  refine (((Real.hasDerivAt_log hβ.1.ne').fun_sub ((Real.hasDerivAt_cos β).log hc)).fun_add
    (((hasDerivAt_id' β).fun_mul (Real.hasDerivAt_tan hc)).const_mul (2 * r))).congr_deriv ?_
  rw [Real.tan_eq_sin_div_cos]
  ring

/-- For `r ≥ 0` the gate function has positive slope on `0 < β < π/2`. -/
theorem gateFn_deriv_pos {r β : ℝ} (hr : 0 ≤ r) (hβ : β ∈ Ioo 0 (π / 2)) :
    0 < deriv (gateFn r) β := by
  rw [(gateFn_hasDerivAt r hβ).deriv]
  have h1 := hβ.1
  have h2 := Real.tan_pos_of_pos_of_lt_pi_div_two hβ.1 hβ.2
  positivity

/-- For `r ≥ 0` the gate function maps `(0, π/2)` one-to-one onto the real line. -/
theorem gateFn_bijOn {r : ℝ} (hr : 0 ≤ r) : BijOn (gateFn r) (Ioo 0 (π / 2)) univ := by
  have hp : (0 : ℝ) < π / 2 := by positivity
  have hcont : ContinuousOn (gateFn r) (Ioo 0 (π / 2)) := fun β hβ =>
    (gateFn_hasDerivAt r hβ).continuousAt.continuousWithinAt
  have hmono : StrictMonoOn (gateFn r) (Ioo 0 (π / 2)) :=
    strictMonoOn_of_deriv_pos (convex_Ioo _ _) hcont fun β hβ =>
      gateFn_deriv_pos hr (by rwa [interior_Ioo] at hβ)
  -- towards β = 0 the logarithm of β dominates
  have hbot : Tendsto (gateFn r) (𝓝[>] 0) atBot := by
    have hg := (((Real.hasDerivAt_cos 0).log (by simp)).fun_neg.fun_add
      (((hasDerivAt_id' (0 : ℝ)).fun_mul
        (Real.hasDerivAt_tan (by simp))).const_mul (2 * r))).continuousAt
    refine (Real.tendsto_log_nhdsGT_zero.atBot_add
      (hg.tendsto.mono_left nhdsWithin_le_nhds)).congr fun β => ?_
    unfold gateFn
    ring
  -- towards β = π/2 the logarithm of the cosine dominates
  have htop : Tendsto (gateFn r) (𝓝[<] (π / 2)) atTop := by
    have hl := (Real.continuousAt_log hp.ne').tendsto.mono_left
      (nhdsWithin_le_nhds (s := Iio (π / 2)))
    have hs := hl.add_atTop (tendsto_neg_atBot_atTop.comp
      (Real.tendsto_log_nhdsGT_zero.comp Real.tendsto_cos_pi_div_two))
    refine tendsto_atTop_mono' _ ?_ hs
    filter_upwards [Ioo_mem_nhdsLT hp] with β hβ
    have h1 := hβ.1
    have h2 := Real.tan_pos_of_pos_of_lt_pi_div_two hβ.1 hβ.2
    have h3 : 0 ≤ 2 * r * (β * tan β) := by positivity
    simp only [Function.comp_apply, gateFn]
    linarith
  exact ⟨fun _ _ => mem_univ _, hmono.injOn,
    isPreconnected_Ioo.intermediate_value_Iii (le_principal_iff.mpr (Ioo_mem_nhdsGT hp))
      (le_principal_iff.mpr (Ioo_mem_nhdsLT hp)) hcont hbot htop⟩

/-- On `0 < β < π/2` the current function satisfies `g'(β) = β tan β · h'(β)`. -/
theorem currentFn_hasDerivAt (r : ℝ) {β : ℝ} (hβ : β ∈ Ioo 0 (π / 2)) :
    HasDerivAt (currentFn r) (β * tan β * deriv (gateFn r) β) β := by
  have hc := (cos_pos_of_mem hβ).ne'
  have hb := hβ.1.ne'
  have hs : 1 / cos β ^ 2 = 1 + tan β ^ 2 := by
    rw [Real.tan_eq_sin_div_cos, div_pow, eq_comm, eq_div_iff (pow_ne_zero 2 hc), add_mul,
      div_mul_cancel₀ _ (pow_ne_zero 2 hc)]
    linarith [Real.sin_sq_add_cos_sq β]
  have hT := (hasDerivAt_id' β).fun_mul (Real.hasDerivAt_tan hc)
  refine ((hT.fun_sub (((hasDerivAt_id' β).fun_pow 2).div_const 2)).fun_add
    ((hT.fun_pow 2).const_mul r)).congr_deriv ?_
  rw [(gateFn_hasDerivAt r hβ).deriv, hs]
  field_simp
  norm_num
  ring

end

end TaurDoubleGate
```

```lean
#print axioms TaurDoubleGate.poisson_iff
#print axioms TaurDoubleGate.gate_condition_iff
#print axioms TaurDoubleGate.gateFn_bijOn
#print axioms TaurDoubleGate.currentFn_hasDerivAt
```

```
'TaurDoubleGate.poisson_iff' depends on axioms: [propext, Classical.choice, Quot.sound]
'TaurDoubleGate.gate_condition_iff' depends on axioms: [propext, Classical.choice, Quot.sound]
'TaurDoubleGate.gateFn_bijOn' depends on axioms: [propext, Classical.choice, Quot.sound]
'TaurDoubleGate.currentFn_hasDerivAt' depends on axioms: [propext, Classical.choice, Quot.sound]
```

### The proof, lemma by lemma

`potential_hasDerivAt` is the first differentiation: the chain rule through the cosine and the logarithm, with the result rewritten as a tangent.

`poisson_iff` has four intermediate facts. `hcos` bounds $2\beta x/t$ by $\pm\beta$ and concludes that the cosine is positive. `hsec` computes the curvature. To differentiate the slope at $x$, its formula must hold near $x$ and not only at $x$, and the `filter_upwards` step obtains this from the continuity of the cosine. `hexp` evaluates the Boltzmann factor, and `alg` cancels the common $\cos^2$. From Poisson's equation to the relation, the proof uses only the midplane $x=0$, where `unique` equates the two expressions for the second derivative. In the other direction, `alg` is applied at each $x$.

`gate_condition_iff` evaluates everything at $x=t/2$, where `harg` reduces the angle to $\beta$. `hd` supplies the surface slope, and `hl` turns the Poisson relation into $\ln(ct^2/8)=2(\ln A+\ln\beta)$. What remains is linear in the logarithms and in $\beta\tan\beta$, so `linarith` closes both directions.

`gateFn_hasDerivAt` computes $h'$, and `gateFn_deriv_pos` reads off its sign term by term. In `gateFn_bijOn`, `hmono` turns the positive derivative into strict monotonicity, which gives injectivity. `hbot` splits $h$ into $\ln\beta$ and a remainder that is continuous at $0$. `htop` bounds $h$ from below by $\ln\beta-\ln\cos\beta$, which already diverges at $\pi/2$. The intermediate value theorem on the open interval then gives surjectivity.

`currentFn_hasDerivAt` differentiates $g$ by way of the product $\beta\tan\beta$, called $T$ above. Its fact `hs` is the identity $1/\cos^2\beta=1+\tan^2\beta$, after which the two sides agree by algebra.
